# A plane wave times a real-centred Gaussian is a constant times a Gaussian with a complex centre

In n real dimensions, let a > 0 and let k and A be real vectors. The theorem states that the plane wave exp(i k·x) times the unnormalised Gaussian exp(−a|x − A|²) equals, at every real point x, the constant exp(i k·A − k·k/(4a)) times exp(−a ∑ⱼ (xⱼ − Cⱼ)²), where C = A + i k/(2a). The squares in the last sum are plain complex squares, not squared moduli. The proof merges the exponentials, reduces the equality of exponents to one coordinate, and completes the square there after writing kⱼ = 2aq.

As first written in Lean, the proof fails:

```lean
import Mathlib

open MeasureTheory Complex

namespace ComplexCentreGaussian

noncomputable section

variable {n : ℕ}

/-- The Gaussian `exp(-a ∑ (x_j - C_j)²)` on real space with a complex centre `C`. -/
def gaussian (a : ℝ) (C : Fin n → ℂ) (x : Fin n → ℝ) : ℂ :=
  cexp (-(a : ℂ) * ∑ j, ((x j : ℂ) - C j) ^ 2)

/-- The plane wave `exp(i k·x)` times the Gaussian `exp(-a |x - A|²)` with real centre `A`. -/
def planeWaveGaussian (a : ℝ) (k A x : Fin n → ℝ) : ℂ :=
  cexp (I * ∑ j, (k j : ℂ) * x j) * cexp (-(a : ℂ) * ∑ j, ((x j : ℂ) - A j) ^ 2)

/-- The complex centre `C = A + i k / (2a)`. -/
def complexCentre (a : ℝ) (k A : Fin n → ℝ) : Fin n → ℂ :=
  fun j => (A j : ℂ) + I * ((k j : ℂ) / (2 * a))

/-- The constant `exp(i k·A - k·k / (4a))`. -/
def prefactor (a : ℝ) (k A : Fin n → ℝ) : ℂ :=
  cexp (∑ j, (I * ((k j : ℂ) * A j) - (k j : ℂ) ^ 2 / (4 * a)))

/-- A plane wave times a Gaussian with a real centre is a constant times a Gaussian
with the complex centre `A + i k / (2a)`. -/
theorem planeWaveGaussian_eq {a : ℝ} (ha : 0 < a) (k A x : Fin n → ℝ) :
    planeWaveGaussian a k A x = prefactor a k A * gaussian a (complexCentre a k A) x := by
  have ha' : (a : ℂ) ≠ 0 := by exact_mod_cast ha.ne'
  unfold planeWaveGaussian prefactor gaussian complexCentre
  rw [← Complex.exp_add, ← Complex.exp_add, Finset.mul_sum, Finset.mul_sum, Finset.mul_sum,
    ← Finset.sum_add_distrib, ← Finset.sum_add_distrib]
  congr 1
  refine Finset.sum_congr rfl fun j _ => ?_
  -- complete the square in one coordinate, with `k = 2 a q`
  obtain ⟨q, hq⟩ : ∃ q : ℂ, (k j : ℂ) = 2 * a * q := ⟨(k j : ℂ) / (2 * a), by field_simp⟩
  have e1 : 2 * (a : ℂ) * q / (2 * a) = q := by field_simp
  have e2 : (2 * (a : ℂ) * q) ^ 2 / (4 * a) = a * q ^ 2 := by
    rw [div_eq_iff (mul_ne_zero four_ne_zero ha')]
    ring
  rw [hq, e1, e2]
  linear_combination ((a : ℂ) * q ^ 2) * Complex.I_sq

end

end ComplexCentreGaussian
```

Compiling this gives:

```
Main.lean:41:32: error(lean.synthInstanceFailed): failed to synthesize instance of type class
  NeZero 4

Hint: Type class instance resolution failures can be inspected with the `set_option trace.Meta.synthInstance true` command.
Main.lean:40:59: error: unsolved goals
n : ℕ
a : ℝ
ha : 0 < a
k A x : Fin n → ℝ
ha' : ↑a ≠ 0
j : Fin n
x✝ : j ∈ Finset.univ
q : ℂ
hq : ↑(k j) = 2 * ↑a * q
e1 : 2 * ↑a * q / (2 * ↑a) = q
⊢ NeZero 4
```

Lean accepts the file once it reads:

```diff
@@ -39,5 +39,5 @@
   have e1 : 2 * (a : ℂ) * q / (2 * a) = q := by field_simp
   have e2 : (2 * (a : ℂ) * q) ^ 2 / (4 * a) = a * q ^ 2 := by
-    rw [div_eq_iff (mul_ne_zero four_ne_zero ha')]
+    rw [div_eq_iff (mul_ne_zero (by norm_num : (4 : ℂ) ≠ 0) ha')]
     ring
   rw [hq, e1, e2]
```

What went wrong. Both errors concern one side condition in the proof of `e2`. To clear the denominator `4 * a`, `div_eq_iff` needs it to be nonzero, and `mul_ne_zero` asks for this factor by factor. `ha'` deals with `a`, while `four_ne_zero` deals with 4 but requires an instance of `NeZero 4`, which Lean failed to synthesize at that point. The second message shows the same instance left over as a goal; the equation itself is no longer among the open goals.

The mathematics is not at fault, since 4 is nonzero in ℂ. `four_ne_zero` was written without a type, which had to come from the context; the messages do not show why the instance search failed there.

The repair replaces it with `(by norm_num : (4 : ℂ) ≠ 0)`. This names the complex numbers outright and has `norm_num` prove the inequality, so the term no longer leaves a `NeZero 4` instance to be found for `four_ne_zero`. The rest of the proof is unchanged.
